# Fourth-order energy error of a first-order trial vector in finite dimension

A coefficient that enters an effective core potential linearly is changed by a small amount $t$, and the Hamiltonian goes from $H_0$ to $H_0+tV$. The old ground state $p$ and its linear response $q$ are known. If $p+tq$ serves as the trial state at the new value of the coefficient, how far does its energy lie above the new ground energy?

For real symmetric operators on a finite-dimensional space, with a simple lowest eigenvalue of $H_0$, the excess is at most $Ct^4$ for small $|t|$. A full configuration-interaction calculation in a fixed basis of real orthonormal orbitals, without spin–orbit terms or a magnetic field, gives real symmetric matrices for $H_0$ and $V$. The excess is then measured from the lowest eigenvalue in that basis, not from the complete-basis limit.

The states live in a real inner product space $E$.

```lean
import Mathlib

open scoped InnerProductSpace Topology

namespace FirstOrderTrialEnergy

noncomputable section

variable {E : Type*} [NormedAddCommGroup E] [InnerProductSpace ℝ E]
```

## Energies and the response equation

The ground energy is the least number $\mu$ for which $Ax=\mu x$ has a nonzero solution. `IsLeast` says both that it is an eigenvalue and that no eigenvalue is lower.

```lean
/-- The number `e` is the lowest eigenvalue of the operator `A`. -/
def IsGroundEnergy (A : E →ₗ[ℝ] E) (e : ℝ) : Prop :=
  IsLeast {μ : ℝ | ∃ x : E, x ≠ 0 ∧ A x = μ • x} e
```

A trial vector need not be normalised, so its energy is the Rayleigh quotient $\langle x,Ax\rangle/\|x\|^2$.

```lean
/-- The Rayleigh quotient of `A` at a nonzero trial vector `x`. -/
def energy (A : E →ₗ[ℝ] E) (x : E) : ℝ := ⟪x, A x⟫_ℝ / ‖x‖ ^ 2
```

Write $E_0$ for the ground energy of $H_0$ and $E_1=\langle p,Vp\rangle$. The response satisfies
$$(H_0-E_0)q=-(V-E_1)p,\qquad \langle p,q\rangle=0.$$
The structure below collects these conditions with the symmetry of both operators and $\|p\|=1$. Its field `simple` says that every solution of $H_0x=E_0x$ is a multiple of $p$, which excludes a degenerate ground level. The vector $q$ is given as a solution; its existence is not derived.

```lean
/-- Symmetric `H0` has the simple lowest eigenvalue `E0` with unit eigenvector `p`, and `q` is the
first-order response of `p` to the symmetric perturbation `V`, orthogonal to `p`. -/
structure FirstOrderResponse (H0 V : E →ₗ[ℝ] E) (E0 : ℝ) (p q : E) : Prop where
  symH : H0.IsSymmetric
  symV : V.IsSymmetric
  ground : IsGroundEnergy H0 E0
  eigen : H0 p = E0 • p
  simple : ∀ x, H0 x = E0 • x → ∃ c : ℝ, x = c • p
  unit : ‖p‖ = 1
  orth : ⟪p, q⟫_ℝ = 0
  response : H0 q - E0 • q = -(V p - ⟪p, V p⟫_ℝ • p)
```

## Variational principle and gap

In an orthonormal eigenbasis $b_i$ of $A$, with eigenvalues $\lambda_i$,
$$\langle x,Ax\rangle=\sum_i\lambda_i\langle b_i,x\rangle^2\ \ge\ c\sum_i\langle b_i,x\rangle^2=c\|x\|^2,$$
provided that each $i$ has $\lambda_i\ge c$ or $\langle b_i,x\rangle=0$. The proof compares the sums term by term, with one case for each alternative.

```lean
/-- In finite dimension, if a vector `x` overlaps only with those members of an orthonormal
eigenbasis of a symmetric operator `A` whose eigenvalues are at least `c`, then `⟪x, A x⟫` is at
least `c` times the squared norm of `x`. -/
theorem spectral_lower_bound [FiniteDimensional ℝ E] {A : E →ₗ[ℝ] E} (hA : A.IsSymmetric)
    (c : ℝ) (x : E) (h : ∀ i : Fin (Module.finrank ℝ E),
      c ≤ hA.eigenvalues rfl i ∨ ⟪hA.eigenvectorBasis rfl i, x⟫_ℝ = 0) :
    c * ‖x‖ ^ 2 ≤ ⟪x, A x⟫_ℝ := by
  rw [← real_inner_self_eq_norm_sq, ← (hA.eigenvectorBasis rfl).sum_inner_mul_inner x x,
    ← (hA.eigenvectorBasis rfl).sum_inner_mul_inner x (A x), Finset.mul_sum]
  refine Finset.sum_le_sum fun i _ => ?_
  have hb : A (hA.eigenvectorBasis rfl i) =
      hA.eigenvalues rfl i • hA.eigenvectorBasis rfl i := hA.apply_eigenvectorBasis rfl i
  rw [← hA (hA.eigenvectorBasis rfl i) x, hb, real_inner_smul_left,
    real_inner_comm (hA.eigenvectorBasis rfl i) x]
  rcases h i with h | h
  · nlinarith [mul_nonneg (sub_nonneg.2 h) (sq_nonneg ⟪hA.eigenvectorBasis rfl i, x⟫_ℝ)]
  · simp [h]
```

Taking $c$ to be the ground energy gives the variational principle.

```lean
/-- Variational principle in finite dimension: for a symmetric operator `A` with lowest eigenvalue
`e`, the quadratic form `⟪x, A x⟫` is at least `e` times the squared norm of `x`. -/
theorem variational [FiniteDimensional ℝ E] {A : E →ₗ[ℝ] E} (hA : A.IsSymmetric) {e : ℝ}
    (he : IsGroundEnergy A e) (x : E) : e * ‖x‖ ^ 2 ≤ ⟪x, A x⟫_ℝ :=
  spectral_lower_bound hA e x fun i => Or.inl (he.2 ⟨hA.eigenvectorBasis rfl i,
    (hA.eigenvectorBasis rfl).orthonormal.ne_zero i, hA.apply_eigenvectorBasis rfl i⟩)
```

On a nonzero space, the smallest of the finitely many $\lambda_i$ is the ground energy: if $Ax=\mu x$ with $x\neq0$, the same bound gives $\lambda_{\min}\|x\|^2\le\mu\|x\|^2$.

```lean
/-- A symmetric operator on a nonzero finite-dimensional space has a lowest eigenvalue. -/
theorem exists_groundEnergy [FiniteDimensional ℝ E] [Nontrivial E] {A : E →ₗ[ℝ] E}
    (hA : A.IsSymmetric) : ∃ e, IsGroundEnergy A e := by
  have : Nonempty (Fin (Module.finrank ℝ E)) := ⟨⟨0, Module.finrank_pos⟩⟩
  obtain ⟨i, hi⟩ := Finite.exists_min (hA.eigenvalues rfl)
  refine ⟨hA.eigenvalues rfl i, ⟨hA.eigenvectorBasis rfl i,
    (hA.eigenvectorBasis rfl).orthonormal.ne_zero i, hA.apply_eigenvectorBasis rfl i⟩, ?_⟩
  rintro μ ⟨x, hx, hxe⟩
  have h := spectral_lower_bound hA _ x fun j => Or.inl (hi j)
  rw [hxe, real_inner_smul_right, real_inner_self_eq_norm_sq] at h
  exact le_of_mul_le_mul_right h (pow_pos (norm_pos_iff.2 hx) 2)
```

For $H_0$, each $\lambda_i$ either equals $E_0$ or exceeds it. Since there are finitely many, one $g>0$ satisfies $\lambda_i\ge E_0+g$ for all those above $E_0$. Eigenvectors at $E_0$ are multiples of $p$, so a vector $y\perp p$ has no overlap with them. Hence $\langle y,H_0y\rangle\ge(E_0+g)\|y\|^2$. The filter argument in the code selects this common $g$.

```lean
variable {H0 V : E →ₗ[ℝ] E} {E0 : ℝ} {p q : E}

/-- In finite dimension, the simple lowest eigenvalue of `H0` is separated by a gap `g > 0` from the
energies of all states orthogonal to the ground state. -/
theorem spectral_gap [FiniteDimensional ℝ E] (h : FirstOrderResponse H0 V E0 p q) :
    ∃ g > 0, ∀ y, ⟪p, y⟫_ℝ = 0 → (E0 + g) * ‖y‖ ^ 2 ≤ ⟪y, H0 y⟫_ℝ := by
  have key : ∀ i, ∀ᶠ g in 𝓝[>] (0 : ℝ),
      E0 = h.symH.eigenvalues rfl i ∨ E0 + g ≤ h.symH.eigenvalues rfl i := by
    intro i
    have hle : E0 ≤ h.symH.eigenvalues rfl i := h.ground.2 ⟨h.symH.eigenvectorBasis rfl i,
      (h.symH.eigenvectorBasis rfl).orthonormal.ne_zero i, h.symH.apply_eigenvectorBasis rfl i⟩
    rcases eq_or_lt_of_le hle with heq | hlt
    · exact Filter.Eventually.of_forall fun _ => Or.inl heq
    · filter_upwards [nhdsWithin_le_nhds (Iio_mem_nhds (sub_pos.2 hlt))] with g hg
      have := Set.mem_Iio.1 hg
      right
      linarith
  obtain ⟨g, hg, hpos⟩ := ((Filter.eventually_all.2 key).and eventually_mem_nhdsWithin).exists
  refine ⟨g, hpos, fun y hy => spectral_lower_bound h.symH _ y fun i => ?_⟩
  rcases hg i with heq | hle
  · -- an eigenvector at energy E0 is a multiple of p
    have hb : H0 (h.symH.eigenvectorBasis rfl i) = E0 • h.symH.eigenvectorBasis rfl i :=
      (h.symH.apply_eigenvectorBasis rfl i).trans
        (congrArg (fun μ : ℝ => μ • h.symH.eigenvectorBasis rfl i) heq.symm)
    obtain ⟨c, hc⟩ := h.simple _ hb
    right
    rw [hc, real_inner_smul_left, hy, mul_zero]
  · exact Or.inl hle
```

## The trial vector almost solves the new problem

Let $f=p+tq$ and $w=(V-E_1)q$. Expanding and inserting the response equation gives
$$\begin{aligned}(H_0+tV)f&=E_0p+t(H_0q+Vp)+t^2Vq\\&=E_0p+t(E_0q+E_1p)+t^2Vq\\&=(E_0+tE_1)f+t^2w.\end{aligned}$$
`linear_combination` performs this by adding the eigenvalue equation and $t$ times the response equation.

```lean
/-- With `E1 = ⟪p, V p⟫`, at the energy `E0 + t E1` the residual of the trial vector `p + t q` is
`t² (V - E1) q`. -/
theorem residual (h : FirstOrderResponse H0 V E0 p q) (t : ℝ) :
    (H0 + t • V) (p + t • q) = (E0 + t * ⟪p, V p⟫_ℝ) • (p + t • q)
      + t ^ 2 • (V q - ⟪p, V p⟫_ℝ • q) := by
  simp only [LinearMap.add_apply, LinearMap.smul_apply, map_add, map_smul]
  linear_combination (norm := module) h.eigen + t • h.response
```

Since $\langle p,f\rangle=1$ and $\|p\|=1$, Cauchy–Schwarz gives $\|f\|\ge1$.

```lean
/-- The trial vector `p + t q` has norm at least one. -/
theorem one_le_norm_trial (h : FirstOrderResponse H0 V E0 p q) (t : ℝ) : 1 ≤ ‖p + t • q‖ := by
  have h1 := real_inner_le_norm p (p + t • q)
  rw [inner_add_right, real_inner_smul_right, h.orth, real_inner_self_eq_norm_sq, h.unit] at h1
  linarith
```

With $R$ the Rayleigh quotient of $H_0+tV$ at $f$, the residual therefore yields
$$|R-(E_0+tE_1)|=t^2\frac{|\langle f,w\rangle|}{\|f\|^2}\le t^2\|w\|.$$

```lean
/-- With `E1 = ⟪p, V p⟫`, the energy of `p + t q` differs from `E0 + t E1` by at most
`t² ‖(V - E1) q‖`. -/
theorem trial_energy_shift (h : FirstOrderResponse H0 V E0 p q) (t : ℝ) :
    |energy (H0 + t • V) (p + t • q) - (E0 + t * ⟪p, V p⟫_ℝ)|
      ≤ t ^ 2 * ‖V q - ⟪p, V p⟫_ℝ • q‖ := by
  have hn := one_le_norm_trial h t
  have hpos : 0 < ‖p + t • q‖ ^ 2 := by positivity
  unfold energy
  rw [residual h t]
  generalize p + t • q = f at *
  generalize V q - ⟪p, V p⟫_ℝ • q = w
  rw [inner_add_right, real_inner_smul_right, real_inner_smul_right, real_inner_self_eq_norm_sq,
    add_div, mul_div_cancel_right₀ _ hpos.ne', add_sub_cancel_left, abs_div, abs_of_pos hpos,
    div_le_iff₀ hpos, abs_mul, abs_of_nonneg (sq_nonneg t), mul_assoc]
  refine mul_le_mul_of_nonneg_left ((abs_real_inner_le_norm f w).trans ?_) (sq_nonneg t)
  nlinarith [mul_nonneg (mul_nonneg (norm_nonneg w) (norm_nonneg f)) (sub_nonneg.2 hn)]
```

## From second order to fourth

For symmetric $A$, nonzero $f$ and $R=\langle f,Af\rangle/\|f\|^2$, expansion gives
$$\begin{aligned}&\langle af+y,A(af+y)\rangle-R\|af+y\|^2\\&\quad=2a\bigl(\langle y,Af\rangle-R\langle y,f\rangle\bigr)+\langle y,Ay\rangle-R\|y\|^2.\end{aligned}$$
The $a^2$ term vanishes by the definition of $R$.

```lean
/-- Measured from the Rayleigh quotient at `f ≠ 0`, the quadratic form of a symmetric operator at
`a f + y` has no term in `a²`. -/
theorem rayleigh_split {A : E →ₗ[ℝ] E} (hA : A.IsSymmetric) {f : E} (hf : f ≠ 0) (a : ℝ) (y : E) :
    ⟪a • f + y, A (a • f + y)⟫_ℝ - energy A f * ‖a • f + y‖ ^ 2 =
      2 * (a * (⟪y, A f⟫_ℝ - energy A f * ⟪y, f⟫_ℝ))
        + (⟪y, A y⟫_ℝ - energy A f * ‖y‖ ^ 2) := by
  have h1 : energy A f * ‖f‖ ^ 2 = ⟪f, A f⟫_ℝ :=
    div_mul_cancel₀ _ (pow_ne_zero 2 (norm_ne_zero_iff.2 hf))
  have h2 : ⟪f, A y⟫_ℝ = ⟪y, A f⟫_ℝ := (hA f y).symm.trans (real_inner_comm _ _)
  generalize energy A f = R at *
  simp only [← real_inner_self_eq_norm_sq, map_add, map_smul, inner_add_left, inner_add_right,
    real_inner_smul_left, real_inner_smul_right] at h1 ⊢
  rw [h2, real_inner_comm y f]
  linear_combination (-a ^ 2) * h1
```

Now let $A=H_0+tV$, with ground energy $e$ and ground vector $x$. Put $a=\langle p,x\rangle$ and $y=x-af$, so that $y\perp p$. The left side above becomes $(e-R)\|x\|^2$. As $\langle y,f\rangle=t\langle y,q\rangle$, the bracket in the cross term is
$$t^2\langle y,w\rangle-(R-E_0-tE_1)\,t\langle y,q\rangle.$$
For $|t|\le1$ its size is at most $t^2K\|y\|$, where $K=\|w\|(1+\|q\|)$; these are the bounds `b1` to `b3`.

Let $v$ be the operator norm of $V$. If also $2|t|(v+|E_1|+\|w\|+1)\le g$, then $R-E_0+|t|v\le g/2$ (`c4`), and the gap leaves
$$\langle y,Ay\rangle-R\|y\|^2\ge\tfrac g2\|y\|^2,$$
which is `c5`. With $|a|\le\|x\|$, completing the square in $\|y\|$ gives
$$(R-e)\|x\|^2\le2\|x\|t^2K\|y\|-\tfrac g2\|y\|^2\le\frac{2K^2}{g}t^4\|x\|^2.$$
Division by $\|x\|^2$ gives the upper bound with $C=2K^2/g$; the variational principle gives $R-e\ge0$.

The theorem states that $C$ and $\delta>0$ exist for the given $H_0$, $V$, $p$ and $q$, and that they serve every $|t|\le\delta$. The ground energy `e` may differ for each $t$.

```lean
set_option maxHeartbeats 400000 in
/-- In finite dimension, for small `|t|` the energy of the first-order trial vector `p + t q` lies
above the lowest eigenvalue of `H0 + t V` by at most `C t⁴`, with `C` independent of `t`. -/
theorem trial_energy_quartic [FiniteDimensional ℝ E] (h : FirstOrderResponse H0 V E0 p q) :
    ∃ C : ℝ, ∃ δ > 0, ∀ t : ℝ, |t| ≤ δ → ∃ e, IsGroundEnergy (H0 + t • V) e ∧
      0 ≤ energy (H0 + t • V) (p + t • q) - e ∧
      energy (H0 + t • V) (p + t • q) - e ≤ C * t ^ 4 := by
  obtain ⟨g, hg, hgap⟩ := spectral_gap h
  have square : ∀ k Y : ℝ, 2 * k * Y - g / 2 * Y ^ 2 ≤ 2 * k ^ 2 / g := by
    intro k Y
    rw [le_div_iff₀ hg]
    nlinarith [sq_nonneg (g * Y - 2 * k)]
  obtain ⟨v, hv0, hv⟩ : ∃ v : ℝ, 0 ≤ v ∧ ∀ y, ‖V y‖ ≤ v * ‖y‖ :=
    ⟨‖LinearMap.toContinuousLinearMap V‖, norm_nonneg _,
      fun y => (LinearMap.toContinuousLinearMap V).le_opNorm y⟩
  have hres := residual h
  have hshift := trial_energy_shift h
  generalize ⟪p, V p⟫_ℝ = E1 at hres hshift
  generalize V q - E1 • q = w at hres hshift
  have hK : 0 < 2 * (v + |E1| + ‖w‖ + 1) := by positivity
  refine ⟨2 * (‖w‖ * (1 + ‖q‖)) ^ 2 / g, min 1 (g / (2 * (v + |E1| + ‖w‖ + 1))),
    lt_min one_pos (div_pos hg hK), fun t ht => ?_⟩
  have ht1 : |t| ≤ 1 := ht.trans (min_le_left _ _)
  have ht2 := (le_div_iff₀ hK).1 (ht.trans (min_le_right _ _))
  have hA : (H0 + t • V).IsSymmetric := by
    intro x y
    have h1 : ⟪H0 x, y⟫_ℝ = ⟪x, H0 y⟫_ℝ := h.symH x y
    have h2 : ⟪V x, y⟫_ℝ = ⟪x, V y⟫_ℝ := h.symV x y
    simp only [LinearMap.add_apply, LinearMap.smul_apply, inner_add_left, inner_add_right,
      real_inner_smul_left, real_inner_smul_right, h1, h2]
  have hf : p + t • q ≠ 0 := norm_pos_iff.1 (one_pos.trans_le (one_le_norm_trial h t))
  have : Nontrivial E := ⟨⟨_, 0, hf⟩⟩
  obtain ⟨e, he⟩ := exists_groundEnergy hA
  refine ⟨e, he, sub_nonneg.2 ((le_div_iff₀ (pow_pos (norm_pos_iff.2 hf) 2)).2
    (variational hA he _)), ?_⟩
  obtain ⟨x, hx0, hx⟩ := he.1
  -- split the exact ground vector into a trial part and a part orthogonal to p
  obtain ⟨a, ha⟩ : ∃ a, a = ⟪p, x⟫_ℝ := ⟨_, rfl⟩
  obtain ⟨y, hy⟩ : ∃ y, y = x - a • (p + t • q) := ⟨_, rfl⟩
  have hpy : ⟪p, y⟫_ℝ = 0 := by
    rw [hy, inner_sub_right, real_inner_smul_right, inner_add_right, real_inner_smul_right,
      h.orth, real_inner_self_eq_norm_sq, h.unit, ← ha]
    ring
  have hyp : ⟪y, p⟫_ℝ = 0 := (real_inner_comm _ _).trans hpy
  have hsplit := rayleigh_split hA hf a y
  rw [show a • (p + t • q) + y = x by rw [hy]; abel, hx, real_inner_smul_right,
    real_inner_self_eq_norm_sq] at hsplit
  have hd := hshift t
  have hB : ⟪y, (H0 + t • V) (p + t • q)⟫_ℝ
      - energy (H0 + t • V) (p + t • q) * ⟪y, p + t • q⟫_ℝ = t ^ 2 * ⟪y, w⟫_ℝ
      - (energy (H0 + t • V) (p + t • q) - (E0 + t * E1)) * (t * ⟪y, q⟫_ℝ) := by
    rw [hres t]
    simp only [inner_add_right, real_inner_smul_right, hyp]
    ring
  have hAy : ⟪y, (H0 + t • V) y⟫_ℝ = ⟪y, H0 y⟫_ℝ + t * ⟪y, V y⟫_ℝ := by
    simp only [LinearMap.add_apply, LinearMap.smul_apply, inner_add_right, real_inner_smul_right]
  rw [hB, hAy] at hsplit
  generalize energy (H0 + t • V) (p + t • q) = R at *
  -- the cross term is of second order in t
  have b1 : |t ^ 2 * ⟪y, w⟫_ℝ| ≤ t ^ 2 * (‖y‖ * ‖w‖) := by
    rw [abs_mul, abs_of_nonneg (sq_nonneg t)]
    exact mul_le_mul_of_nonneg_left (abs_real_inner_le_norm _ _) (sq_nonneg t)
  have b2 : |(R - (E0 + t * E1)) * (t * ⟪y, q⟫_ℝ)| ≤ t ^ 2 * ‖w‖ * (1 * (‖y‖ * ‖q‖)) := by
    rw [abs_mul, abs_mul]
    exact mul_le_mul hd (mul_le_mul ht1 (abs_real_inner_le_norm _ _) (abs_nonneg _) zero_le_one)
      (by positivity) (by positivity)
  have b3 : |t ^ 2 * ⟪y, w⟫_ℝ - (R - (E0 + t * E1)) * (t * ⟪y, q⟫_ℝ)|
      ≤ t ^ 2 * (‖w‖ * (1 + ‖q‖)) * ‖y‖ := by
    obtain ⟨l1, u1⟩ := abs_le.1 b1
    obtain ⟨l2, u2⟩ := abs_le.1 b2
    exact abs_le.2 ⟨by linarith, by linarith⟩
  have hax : |a| ≤ ‖x‖ := by
    have := abs_real_inner_le_norm p x
    rwa [h.unit, one_mul, ← ha] at this
  have b4 := mul_le_mul hax b3 (abs_nonneg _) (norm_nonneg x)
  rw [← abs_mul] at b4
  have b5 := (abs_le.1 b4).1
  -- the part orthogonal to p keeps half of the gap
  have c1 : t * E1 ≤ |t| * |E1| := (le_abs_self _).trans_eq (abs_mul _ _)
  have c2 : R - (E0 + t * E1) ≤ |t| * ‖w‖ := by
    refine (le_abs_self _).trans (hd.trans (mul_le_mul_of_nonneg_right ?_ (norm_nonneg w)))
    rw [← sq_abs, pow_two]
    exact mul_le_of_le_one_right (abs_nonneg t) ht1
  have c3 : |t * ⟪y, V y⟫_ℝ| ≤ |t| * (‖y‖ * (v * ‖y‖)) := by
    rw [abs_mul]
    exact mul_le_mul_of_nonneg_left ((abs_real_inner_le_norm _ _).trans
      (mul_le_mul_of_nonneg_left (hv y) (norm_nonneg y))) (abs_nonneg t)
  have c4 : R - E0 + |t| * v ≤ g / 2 := by linarith [abs_nonneg t]
  have c5 : g / 2 * ‖y‖ ^ 2 ≤ ⟪y, H0 y⟫_ℝ + t * ⟪y, V y⟫_ℝ - R * ‖y‖ ^ 2 := by
    linarith [mul_le_mul_of_nonneg_right c4 (sq_nonneg ‖y‖), hgap y hpy, (abs_le.1 c3).1]
  -- complete the square in the norm of y
  have hsq := square (‖x‖ * (t ^ 2 * (‖w‖ * (1 + ‖q‖)))) ‖y‖
  refine le_of_mul_le_mul_right ?_ (pow_pos (norm_pos_iff.2 hx0) 2)
  calc (R - e) * ‖x‖ ^ 2
      ≤ 2 * (‖x‖ * (t ^ 2 * (‖w‖ * (1 + ‖q‖)))) ^ 2 / g := by linarith
    _ = 2 * (‖w‖ * (1 + ‖q‖)) ^ 2 / g * t ^ 4 * ‖x‖ ^ 2 := by ring
```

## A two-level example

Consider the matrices
$$\begin{pmatrix}0&b\\b&d\end{pmatrix}.$$

```lean
/-- The two-level operator with diagonal entries `0`, `d` and coupling `b`. -/
def twoLevel (b d : ℝ) : EuclideanSpace ℝ (Fin 2) →ₗ[ℝ] EuclideanSpace ℝ (Fin 2) where
  toFun x := !₂[b * x 1, b * x 0 + d * x 1]
  map_add' x y := by ext i; fin_cases i <;> simp <;> ring
  map_smul' c x := by ext i; fin_cases i <;> simp <;> ring
```

Take $H_0$ with $(b,d)=(0,1)$ and $V$ with $(b,d)=(1,1)$. Then $p=(1,0)$, $E_0=E_1=0$ and $Vp=(0,1)$. The response equation gives $q=(0,-1)$. The code checks every field of the structure by components, so the theorem applies to a system with a nonzero response.

Here the power four is attained. By hand, the trial energy is $R=(-t^2+t^3)/(1+t^2)$, and the lowest eigenvalue is
$$e=\tfrac12\Bigl(1+t-\sqrt{(1+t)^2+4t^2}\Bigr)=-t^2+t^3+O(t^5),$$
so $R-e=t^4+O(t^5)$. This expansion is not part of the Lean code.

```lean
/-- A two-level system with levels `0` and `1`, perturbed by a coupling and a shift of the upper
level, has the first-order response `(0, -1)` to its ground state `(1, 0)`. -/
theorem firstOrderResponse_witness :
    FirstOrderResponse (twoLevel 0 1) (twoLevel 1 1) 0 !₂[(1 : ℝ), 0] !₂[(0 : ℝ), -1] := by
  have hin : ∀ x y : EuclideanSpace ℝ (Fin 2), ⟪x, y⟫_ℝ = x 0 * y 0 + x 1 * y 1 := by
    intro x y
    simp [PiLp.inner_apply, Fin.sum_univ_two, mul_comm]
  have hsym : ∀ b d : ℝ, (twoLevel b d).IsSymmetric := by
    intro b d x y
    rw [hin, hin]
    change b * x 1 * y 0 + (b * x 0 + d * x 1) * y 1
      = x 0 * (b * y 1) + x 1 * (b * y 0 + d * y 1)
    ring
  have hunit : ‖(!₂[(1 : ℝ), 0] : EuclideanSpace ℝ (Fin 2))‖ = 1 := by
    simp [EuclideanSpace.norm_eq, Fin.sum_univ_two]
  have heig : twoLevel 0 1 !₂[(1 : ℝ), 0] = (0 : ℝ) • !₂[(1 : ℝ), 0] := by
    ext i; fin_cases i <;> simp [twoLevel]
  refine ⟨hsym 0 1, hsym 1 1, ⟨⟨_, norm_pos_iff.1 (by rw [hunit]; exact one_pos), heig⟩, ?_⟩,
    heig, ?_, hunit, ?_, ?_⟩
  · -- the quadratic form of the unperturbed operator at `x` is the square of `x 1`
    rintro μ ⟨x, hx0, hx⟩
    have h : ⟪x, twoLevel 0 1 x⟫_ℝ = μ * ‖x‖ ^ 2 := by
      rw [hx, real_inner_smul_right, real_inner_self_eq_norm_sq]
    rw [hin] at h
    change x 0 * (0 * x 1) + x 1 * (0 * x 0 + 1 * x 1) = μ * ‖x‖ ^ 2 at h
    by_contra hμ
    nlinarith [sq_nonneg (x 1),
      mul_pos (neg_pos.2 (not_le.1 hμ)) (pow_pos (norm_pos_iff.2 hx0) 2)]
  · intro x hx
    have h1 : x 1 = 0 := by
      have := congrArg (fun z : EuclideanSpace ℝ (Fin 2) => z 1) hx
      simpa [twoLevel] using this
    refine ⟨x 0, ?_⟩
    ext i; fin_cases i <;> simp [h1]
  · rw [hin]; simp
  · rw [hin]
    ext i; fin_cases i <;> simp [twoLevel]

end

end FirstOrderTrialEnergy
```

```lean
#print axioms FirstOrderTrialEnergy.trial_energy_shift
#print axioms FirstOrderTrialEnergy.trial_energy_quartic
```

```
'FirstOrderTrialEnergy.trial_energy_shift' depends on axioms: [propext, Classical.choice, Quot.sound]
'FirstOrderTrialEnergy.trial_energy_quartic' depends on axioms: [propext, Classical.choice, Quot.sound]
```
